# For a two-level Hamiltonian with coupling $g$ and spacing $D>0$, amplitude iteration from zero converges to the ground state if $4g^2<3D^2$

Q: Take $H=\begin{pmatrix}0&g\\g&D\end{pmatrix}$ with $D=1$, $g=2/3$. I repeat $t\mapsto g(t^2-1)/D$ from $t=0$ and get $0,\,-0.667,\,-0.370,\,-0.575,\dots$ Where is this going?

A: To $t=-1/2$. The vector $(1,-1/2)$, normalised $(2,-1)/\sqrt5$, is the ground state, with energy $-1/3$. The map has slope $-2/3$ there, so a small error changes sign and shrinks at each step. The other fixed point is $t=2$, where the slope is $8/3$ and small errors grow.

Q: Why should a fixed point be an eigenvector at all?

A: Write $H(1,t)^T=E(1,t)^T$ in components: $gt=E$ and $g+Dt=Et$. Eliminating $E$ gives $gt^2-Dt-g=0$, which is $t=g(t^2-1)/D$. With $S=\sqrt{D^2+4g^2}$ and $g\neq0$, the roots and energies are
$$t_\pm=\frac{D\pm S}{2g},\qquad E_\pm=gt_\pm=\frac{D\pm S}{2}.$$
Since $S>D$, we have $E_-<0$ and $E_+>D$. The slope of the map is $2gt/D$, which equals $1\pm S/D$ at the roots. The upper sign exceeds 1. The lower has modulus below 1 exactly when $S<2D$, that is, $4g^2<3D^2$.

Q: That is local stability. Zero need not be close to the root.

A: Rescale to $z=gt/D$ and set $r=(S-D)/(2D)$. Then $r^2+r=g^2/D^2$, the map becomes $z\mapsto z^2-c$ with $c=r^2+r$, the ground root sits at $-r$, and the condition reads $r<1/2$. Hence $c<1$. If $-c\le z\le0$, then $z^2\le c^2\le c$, so the next iterate is again in $[-c,0]$.

One step multiplies the error $z+r$ by $z-r$, whose modulus can exceed 1 when $r$ is near $1/2$. Two steps multiply it by
$$K=(r-z)(r^2+2r-z^2)\ge0.$$
Here $r-z\le\tfrac12-z$, and $r^2+2r-z^2\le2r(\tfrac54-z^2)$, because the difference is $(\tfrac12-r)(r+2z^2)\ge0$. Finally,
$$1-(\tfrac12-z)(\tfrac54-z^2)=(z+\tfrac12)^2(\tfrac32-z)\ge0.$$
So $K\le2r<1$. The first two errors are $r\le1$ and $r^2\le\sqrt{2r}$ in modulus, so the $n$th is at most $(2r)^{n/2}$, which tends to zero.

Q: Now show me that the Lean objects are these objects.

A: `ham` is the real matrix, `step` the update, and `gap` is $S$, the splitting of the coupled levels; the bare spacing is `D`. `groundAmp` and `excitedAmp` are $t_-$ and $t_+$. States are unnormalised, with first component 1; the physical state is $(1,t)/\sqrt{1+t^2}$.

```lean
import Mathlib

open Matrix Filter Topology

namespace TwoLevelAmplitude

noncomputable section

/-- The two-level Hamiltonian with coupling `g` and level spacing `D`. -/
def ham (g D : ℝ) : Matrix (Fin 2) (Fin 2) ℝ := !![0, g; g, D]

/-- One update of the amplitude `t` in the unnormalised state `(1, t)`. -/
def step (g D t : ℝ) : ℝ := g * (t ^ 2 - 1) / D

/-- The square root `√(D² + 4g²)` that enters both amplitudes. -/
def gap (g D : ℝ) : ℝ := √(D ^ 2 + 4 * g ^ 2)

/-- For `g ≠ 0`, the amplitude of the lower level. -/
def groundAmp (g D : ℝ) : ℝ := (D - gap g D) / (2 * g)

/-- For `g ≠ 0`, the amplitude of the upper level. -/
def excitedAmp (g D : ℝ) : ℝ := (D + gap g D) / (2 * g)
```

Q: Does fixing the first component to 1 lose a state?

A: Not when $g\ne0$: $H$ sends $(0,1)$ to $(g,D)$, so $(0,1)$ is no eigenvector. At $g=0$ the upper state would be missed, and the theorems that name both roots assume `g ≠ 0`.

Two lemmas record $S^2=D^2+4g^2$ and $D<S$. The next theorem then says that `t` is fixed exactly when some real `E` makes $(1,t)$ an eigenvector. In its proof, `key` splits the matrix equation into the two components above, and `E` is supplied as $gt$.

```lean
lemma gap_sq (g D : ℝ) : gap g D ^ 2 = D ^ 2 + 4 * g ^ 2 :=
  Real.sq_sqrt (by positivity)

lemma lt_gap {g : ℝ} (D : ℝ) (hg : g ≠ 0) : D < gap g D := by
  have h : 0 < g ^ 2 := by positivity
  exact Real.lt_sqrt_of_sq_lt (by linarith)

/-- An amplitude is a fixed point of the update exactly when `(1, t)` is an eigenvector
of the Hamiltonian. -/
theorem fixed_iff_eigenvector {g D : ℝ} (hD : 0 < D) (t : ℝ) :
    step g D t = t ↔ ∃ E : ℝ, ham g D *ᵥ ![1, t] = E • ![1, t] := by
  have key : ∀ E : ℝ, ham g D *ᵥ ![1, t] = E • ![1, t] ↔
      g * t = E ∧ g + D * t = E * t := by
    intro E
    simp [ham, funext_iff, Fin.forall_fin_two]
    rw [mul_comm t g, mul_comm t D]
  simp only [key]
  unfold step
  rw [div_eq_iff hD.ne']
  constructor
  · intro h
    exact ⟨g * t, rfl, by linear_combination -h⟩
  · rintro ⟨E, h1, h2⟩
    linear_combination t * h1 - h2
```

Q: And there are no further fixed points?

A: `fixed_iff` says that a fixed point is one of the two amplitudes, and that both are fixed. Its proof multiplies the quadratic by $4g$ and factors it as $(2gt-(D-S))(2gt-(D+S))=0$.

```lean
/-- The update has exactly the fixed points `groundAmp` and `excitedAmp`. -/
theorem fixed_iff {g D : ℝ} (hD : 0 < D) (hg : g ≠ 0) (t : ℝ) :
    step g D t = t ↔ t = groundAmp g D ∨ t = excitedAmp g D := by
  have hS := gap_sq g D
  have h2 : 2 * g ≠ 0 := mul_ne_zero two_ne_zero hg
  have h4 : 4 * g ≠ 0 := mul_ne_zero four_ne_zero hg
  unfold step groundAmp excitedAmp
  rw [div_eq_iff hD.ne', eq_div_iff h2, eq_div_iff h2]
  constructor
  · intro h
    -- the quadratic equation factors over its two roots
    have hp : (t * (2 * g) - (D - gap g D)) * (t * (2 * g) - (D + gap g D)) = 0 := by
      linear_combination 4 * g * h - hS
    rcases mul_eq_zero.mp hp with h | h
    · left; linarith
    · right; linarith
  · rintro (h | h) <;> apply mul_left_cancel₀ h4
    · linear_combination (t * (2 * g) - (D + gap g D)) * h + hS
    · linear_combination (t * (2 * g) - (D - gap g D)) * h + hS
```

Q: I would have called the smaller $t$ the ground state.

A: That goes wrong for $g<0$, where $t_-$ is positive and $t_+$ negative. The label has to follow the energy $gt$, and `energy_order` checks that it does, for either sign of $g$.

```lean
/-- The energy `g t` lies below both uncoupled levels `0` and `D` for the ground amplitude,
and above both for the excited one. -/
theorem energy_order {g D : ℝ} (hD : 0 < D) (hg : g ≠ 0) :
    g * groundAmp g D < 0 ∧ 0 < D ∧ D < g * excitedAmp g D := by
  have h := lt_gap D hg
  have h1 : g * groundAmp g D = (D - gap g D) / 2 := by
    unfold groundAmp; field_simp
  have h2 : g * excitedAmp g D = (D + gap g D) / 2 := by
    unfold excitedAmp; field_simp
  rw [h1, h2]
  exact ⟨by linarith, hD, by linarith⟩
```

Q: Where is the stability threshold?

A: In `slopes`, as an equivalence for the ground root and a plain inequality for the excited one. The derivative comes first; `h1` and `h2` insert the roots, and `hlt` turns $S<2D$ into $4g^2<3D^2$.

```lean
/-- The slope of the update at amplitude `t` is `2 g t / D`. -/
theorem hasDerivAt_step (g D t : ℝ) : HasDerivAt (step g D) (2 * g * t / D) t := by
  have h := (((hasDerivAt_pow 2 t).sub_const 1).const_mul g).div_const D
  refine HasDerivAt.congr_deriv h ?_
  norm_num
  ring

/-- The slope at the ground amplitude has modulus below one exactly when `4g² < 3D²`;
the slope at the excited amplitude is always above one. -/
theorem slopes {g D : ℝ} (hD : 0 < D) (hg : g ≠ 0) :
    (|deriv (step g D) (groundAmp g D)| < 1 ↔ 4 * g ^ 2 < 3 * D ^ 2) ∧
      1 < deriv (step g D) (excitedAmp g D) := by
  have hpos : 0 < gap g D / D := div_pos (hD.trans (lt_gap D hg)) hD
  have h1 : 2 * g * groundAmp g D / D = 1 - gap g D / D := by
    unfold groundAmp; field_simp
  have h2 : 2 * g * excitedAmp g D / D = 1 + gap g D / D := by
    unfold excitedAmp; field_simp
  have hlt : gap g D / D < 2 ↔ 4 * g ^ 2 < 3 * D ^ 2 := by
    rw [div_lt_iff₀ hD, gap, Real.sqrt_lt' (by positivity)]
    constructor <;> intro h <;> nlinarith
  rw [(hasDerivAt_step g D _).deriv, (hasDerivAt_step g D _).deriv, h1, h2, ← hlt, abs_lt]
  refine ⟨⟨fun h => by linarith [h.1], fun h => ⟨by linarith, by linarith⟩⟩, by linarith⟩
```

Q: And convergence from zero?

A: The rescaled iteration is treated by itself. `hI` is the invariant interval, `two` the two-step estimate, with `hB` and `hC` as the two inequalities behind $K\le2r$. `bound` carries a pair of consecutive errors through the induction, with $s=\sqrt{2r}$.

```lean
/-- The rescaled iteration `z ↦ z² - (r² + r)` started at zero converges to `-r`
when `0 < r < 1/2`. -/
theorem scaled_converges {r : ℝ} (h0 : 0 < r) (h1 : r < 1 / 2) (z : ℕ → ℝ)
    (hz0 : z 0 = 0) (hz : ∀ n, z (n + 1) = z n ^ 2 - (r ^ 2 + r)) :
    Tendsto z atTop (𝓝 (-r)) := by
  have hb : r ^ 2 + r ≤ 1 := by nlinarith
  have hb0 : 0 < r ^ 2 + r := by positivity
  -- the iterates stay in an interval
  have hI : ∀ n, -(r ^ 2 + r) ≤ z n ∧ z n ≤ 0 ∧ z n ^ 2 ≤ r ^ 2 + r := by
    have sq : ∀ x : ℝ, -(r ^ 2 + r) ≤ x → x ≤ 0 → x ^ 2 ≤ r ^ 2 + r := by
      intro x hl hu
      nlinarith [mul_nonneg (neg_nonneg.mpr hu) (by linarith : 0 ≤ x + (r ^ 2 + r)),
        mul_nonneg hb0.le (sub_nonneg.mpr hb)]
    intro n
    induction n with
    | zero => rw [hz0]; exact ⟨by linarith, le_refl _, by nlinarith⟩
    | succ n ih =>
      have hl : -(r ^ 2 + r) ≤ z (n + 1) := by rw [hz]; linarith [sq_nonneg (z n)]
      have hu : z (n + 1) ≤ 0 := by rw [hz]; linarith [ih.2.2]
      exact ⟨hl, hu, sq _ hl hu⟩
  -- two steps multiply the error by at most 2r in modulus
  have two : ∀ n, |z (n + 2) + r| ≤ 2 * r * |z n + r| := by
    intro n
    obtain ⟨-, hu, hs⟩ := hI n
    have e : z (n + 2) + r = (r - z n) * (r ^ 2 + 2 * r - z n ^ 2) * (z n + r) := by
      rw [hz (n + 1), hz n]; ring
    have hA : 0 ≤ r ^ 2 + 2 * r - z n ^ 2 := by linarith
    have hB : 0 ≤ 2 * r * (5 / 4 - z n ^ 2) - (r ^ 2 + 2 * r - z n ^ 2) := by
      nlinarith [mul_nonneg h0.le (sub_nonneg.mpr h1.le),
        mul_nonneg (sq_nonneg (z n)) (sub_nonneg.mpr h1.le)]
    have hC : 0 ≤ r * ((z n + 1 / 2) ^ 2 * (3 / 2 - z n)) :=
      mul_nonneg h0.le (mul_nonneg (sq_nonneg _) (by linarith))
    have hK : (r - z n) * (r ^ 2 + 2 * r - z n ^ 2) ≤ 2 * r := by
      nlinarith [mul_nonneg (sub_nonneg.mpr h1.le) hA,
        mul_nonneg (by linarith : 0 ≤ 1 / 2 - z n) hB]
    rw [e, abs_mul, abs_of_nonneg (mul_nonneg (by linarith) hA)]
    exact mul_le_mul_of_nonneg_right hK (abs_nonneg _)
  obtain ⟨s, hs0, hs⟩ : ∃ s : ℝ, 0 ≤ s ∧ s ^ 2 = 2 * r :=
    ⟨√(2 * r), Real.sqrt_nonneg _, Real.sq_sqrt (by positivity)⟩
  have hs1 : s < 1 := by nlinarith
  have bound : ∀ n, |z n + r| ≤ s ^ n ∧ |z (n + 1) + r| ≤ s ^ (n + 1) := by
    intro n
    induction n with
    | zero =>
      constructor
      · rw [hz0, zero_add, abs_of_pos h0, pow_zero]; linarith
      · have hss : s ^ 2 ≤ s := by nlinarith [mul_nonneg hs0 (sub_nonneg.mpr hs1.le)]
        have hrr : r ^ 2 ≤ 2 * r := by nlinarith
        rw [hz, hz0, abs_le, zero_add, pow_one]
        constructor <;> nlinarith [sq_nonneg r]
    | succ n ih =>
      refine ⟨ih.2, (two n).trans ?_⟩
      calc 2 * r * |z n + r| ≤ 2 * r * s ^ n :=
            mul_le_mul_of_nonneg_left ih.1 (by positivity)
        _ = s ^ (n + 1 + 1) := by rw [← hs]; ring
  rw [tendsto_iff_norm_sub_tendsto_zero]
  refine squeeze_zero (fun n => norm_nonneg _) (fun n => ?_)
    (tendsto_pow_atTop_nhds_zero_of_lt_one hs0 hs1)
  rw [sub_neg_eq_add, Real.norm_eq_abs]
  exact (bound n).1
```

`iterates_converge` inserts $r=(S-D)/(2D)$ and undoes the scaling. In `(step g D)^[n] 0`, the superscript means $n$ applications of the update to zero.

```lean
/-- If `4g² < 3D²`, the amplitude iteration started from zero converges to the
ground amplitude. -/
theorem iterates_converge {g D : ℝ} (hD : 0 < D) (hg : g ≠ 0)
    (h : 4 * g ^ 2 < 3 * D ^ 2) :
    Tendsto (fun n => (step g D)^[n] 0) atTop (𝓝 (groundAmp g D)) := by
  have hl := lt_gap D hg
  have hS := gap_sq g D
  have hu : gap g D < 2 * D := by nlinarith
  have hr : ((gap g D - D) / (2 * D)) ^ 2 + (gap g D - D) / (2 * D) = g ^ 2 / D ^ 2 := by
    field_simp
    linear_combination hS
  have hz := scaled_converges (r := (gap g D - D) / (2 * D))
    (div_pos (by linarith) (by linarith))
    (by rw [div_lt_iff₀ (by linarith)]; linarith)
    (fun n => g / D * (step g D)^[n] 0) (by simp)
    (fun n => by
      simp only [Function.iterate_succ_apply']
      rw [hr, step]
      ring)
  -- undo the rescaling
  convert hz.const_mul (D / g) using 1
  · funext n
    field_simp
  · congr 1
    unfold groundAmp
    field_simp
    ring
```

Q: What happens for stronger coupling?

A: Two values are worked out. At $g^2=D^2$ the first iterate is $-g/D$, whose square is 1, so the next is 0 and the cycle repeats.

```lean
/-- At `g² = D²` the iteration from zero alternates forever between `0` and `-g/D`. -/
theorem oscillation {g D : ℝ} (hD : 0 < D) (h : g ^ 2 = D ^ 2) (k : ℕ) :
    (step g D)^[2 * k] 0 = 0 ∧ (step g D)^[2 * k + 1] 0 = -g / D := by
  have a : step g D 0 = -g / D := by unfold step; ring
  have b : step g D (-g / D) = 0 := by
    have : (-g / D) ^ 2 = 1 := by
      rw [div_pow, neg_sq, h, div_self (pow_ne_zero 2 hD.ne')]
    rw [step, this]; simp
  induction k with
  | zero => exact ⟨rfl, a⟩
  | succ k ih =>
    have e : (step g D)^[2 * (k + 1)] 0 = 0 := by
      rw [show 2 * (k + 1) = (2 * k + 1) + 1 by ring, Function.iterate_succ_apply', ih.2, b]
    exact ⟨e, by rw [Function.iterate_succ_apply', e, a]⟩
```

At $g^2=2D^2$ the first iterate has square 2, so the second is $g/D$. Here $S=3D$, and $t_+=2D/g=g/D$: the iteration has landed on the excited state and stays there in exact arithmetic, although the slope at that point is 4.

```lean
/-- At `g² = 2D²` the iteration from zero sits on the excited amplitude from the
second step on. -/
theorem lands_on_excited {g D : ℝ} (hD : 0 < D) (h : g ^ 2 = 2 * D ^ 2) (n : ℕ) :
    (step g D)^[n + 2] 0 = excitedAmp g D := by
  have hg : g ≠ 0 := by
    rintro rfl
    nlinarith [pow_pos hD 2]
  induction n with
  | zero =>
    have hgap : gap g D = 3 * D := by
      rw [gap, show D ^ 2 + 4 * g ^ 2 = (3 * D) ^ 2 by rw [h]; ring,
        Real.sqrt_sq (by positivity)]
    have a : step g D 0 = -g / D := by unfold step; ring
    have b : (-g / D) ^ 2 = 2 := by
      rw [div_pow, neg_sq, h, mul_div_assoc, div_self (pow_ne_zero 2 hD.ne'), mul_one]
    change step g D (step g D 0) = _
    rw [a, step, b, excitedAmp, hgap,
      div_eq_div_iff hD.ne' (mul_ne_zero two_ne_zero hg)]
    linear_combination 2 * h
  | succ n ih =>
    rw [show n + 1 + 2 = (n + 2) + 1 by ring, Function.iterate_succ_apply', ih]
    exact (fixed_iff hD hg _).mpr (Or.inr rfl)

end

end TwoLevelAmplitude
```

Q: So what may I take from this for electronic structure?

A: For this real two-level model with undamped updates, a stationary amplitude shows that you have an eigenstate, but not that it is the ground state. The theorems leave open the borderline $4g^2=3D^2$, other starting points, mixing schemes and larger matrices.

```lean
#print axioms TwoLevelAmplitude.slopes
-- 'TwoLevelAmplitude.slopes' depends on axioms: [propext, Classical.choice, Quot.sound]
#print axioms TwoLevelAmplitude.iterates_converge
-- 'TwoLevelAmplitude.iterates_converge' depends on axioms: [propext, Classical.choice, Quot.sound]
#print axioms TwoLevelAmplitude.oscillation
-- 'TwoLevelAmplitude.oscillation' depends on axioms: [propext, Classical.choice, Quot.sound]
#print axioms TwoLevelAmplitude.lands_on_excited
-- 'TwoLevelAmplitude.lands_on_excited' depends on axioms: [propext, Classical.choice, Quot.sound]
```
